# Fermion parity \(e^{i\pi N}\) as a product over modes, and its anticommutation with \(c_k\)

A mean-field superconductor has terms such as \(c_jc_k\) and \(c_k^\dagger c_j^\dagger\) in its Hamiltonian, so particle number is not conserved. Particles still appear and disappear in pairs, which suggests that the parity \(e^{i\pi N}\) survives as a symmetry. One way to check this is to find what happens when a single \(c_k\) is moved through the exponential.

Let \(c_0,\dots,c_{n-1}\) be complex square matrices with

\[
c_jc_k+c_kc_j=0,\qquad c_jc_k^\dagger+c_k^\dagger c_j=\delta_{jk},
\]

and set \(n_k=c_k^\dagger c_k\), \(N=\sum_k n_k\). Then

\[
e^{i\pi N}=\prod_k(1-2n_k),\qquad e^{i\pi N}c_k=-c_k\,e^{i\pi N}.
\]

## From the anticommutators to the sign

Moving \(c_k\) to the left through \(n_j\) gives

\[
n_jc_k=-c_j^\dagger c_kc_j=-(\delta_{jk}-c_kc_j^\dagger)c_j=c_kn_j-\delta_{jk}c_k .
\]

Setting \(j=k\) in the first relation gives \(2c_k^2=0\), so \(c_k^2=0\). Hence

\[
n_k^2=c_k^\dagger(1-c_k^\dagger c_k)c_k=n_k .
\]

For \(j\ne k\), \(n_j\) commutes with \(c_k\). Taking adjoints, it also commutes with \(c_k^\dagger\), and therefore with \(n_k\).

Since \(n_k^m=n_k\) for \(m\ge1\), the exponential series gives, for any complex \(z\),

\[
e^{zn_k}=1+\sum_{m\ge1}\frac{z^m}{m!}n_k=1+(e^z-1)n_k .
\]

The occupations commute, so \(e^{zN}=\prod_k\bigl(1+(e^z-1)n_k\bigr)\).

Now write \(N=n_k+M\). The Hermitian matrix \(M\) commutes with \(c_k\), and hence with \(n_k\). Moreover \(n_kc_k=0\), and the commutator then gives \(c_kn_k=c_k\). Therefore

\[
c_ke^{zN}=c_k\bigl(1+(e^z-1)n_k\bigr)e^{zM}=e^zc_ke^{zM},
\]
\[
e^{zN}c_k=\bigl(1+(e^z-1)n_k\bigr)c_ke^{zM}=c_ke^{zM}.
\]

Comparing the two lines, \(c_ke^{zN}=e^z e^{zN}c_k\). At \(z=i\pi\) we have \(e^z=-1\), which gives both claims. At \(z=2\pi i\) every factor of the product is \(1\), so parity squares to the identity.

## Modes and parity as matrices

The modes are indexed by `Fin n`, and the matrix rows and columns by a finite type `d`.

In Lean 4 with Mathlib:

```lean
import Mathlib

open Matrix

namespace FermionParity

noncomputable section

variable {n : ℕ} {d : Type*} [Fintype d] [DecidableEq d]
```

The hypothesis `IsCAR` expresses Fermi statistics, with `ᴴ` as the adjoint. It does not require the dimension to be \(2^n\), so the representation may be reducible.

```lean
/-- The canonical anticommutation relations for annihilation matrices `c k`, whose adjoints
are their conjugate transposes. -/
structure IsCAR (c : Fin n → Matrix d d ℂ) : Prop where
  anti : ∀ j k, c j * c k + c k * c j = 0
  mixed : ∀ j k, c j * (c k)ᴴ + (c k)ᴴ * c j = if j = k then 1 else 0
```

The occupation, the total number and the parity follow. Parity is defined as a matrix exponential, so the product formula is a theorem about it.

```lean
/-- The occupation number matrix of mode `k`. -/
def number (c : Fin n → Matrix d d ℂ) (k : Fin n) : Matrix d d ℂ := (c k)ᴴ * c k

/-- The total particle number `N`. -/
def totalNumber (c : Fin n → Matrix d d ℂ) : Matrix d d ℂ := ∑ k, number c k

/-- The fermion parity operator `exp(iπN)`. -/
def parity (c : Fin n → Matrix d d ℂ) : Matrix d d ℂ :=
  NormedSpace.exp (((Real.pi : ℂ) * Complex.I) • totalNumber c)
```

## Occupation algebra

Two facts about adjoints carry the commutation arguments. The second takes the adjoint of \(AC=CA\) to obtain commutation with \(C^\dagger\), then combines the two.

```lean
omit [DecidableEq d] in
/-- Occupation numbers are Hermitian. -/
theorem number_hermitian (c : Fin n → Matrix d d ℂ) (k : Fin n) :
    (number c k)ᴴ = number c k := by
  rw [number, conjTranspose_mul, conjTranspose_conjTranspose]

omit [DecidableEq d] in
/-- A Hermitian matrix that commutes with `C` commutes with `C†C`. -/
theorem commute_adjoint_mul {A C : Matrix d d ℂ} (hA : Aᴴ = A) (h : A * C = C * A) :
    Commute A (Cᴴ * C) := by
  have h' := congrArg conjTranspose h
  rw [conjTranspose_mul, conjTranspose_mul, hA] at h'
  exact Commute.mul_right h'.symm h
```

Next come \(c_k^2=0\), the commutator and idempotence. In the last two, `linear_combination` names the multiples of the anticommutation relations to be used, and `noncomm_ring` checks the remaining identity without reordering factors.

```lean
/-- Each annihilation matrix squares to zero: `c_k² = 0`. -/
theorem IsCAR.sq_zero {c : Fin n → Matrix d d ℂ} (h : IsCAR c) (k : Fin n) :
    c k * c k = 0 := by
  have h2 : (2 : ℂ) • (c k * c k) = 0 := by
    rw [two_smul]
    exact h.anti k k
  exact (smul_eq_zero.mp h2).resolve_left two_ne_zero

/-- The commutation relation between occupations and annihilators: `n_j c_k = c_k n_j - δ_jk c_k`.
-/
theorem IsCAR.number_mul {c : Fin n → Matrix d d ℂ} (h : IsCAR c) (j k : Fin n) :
    number c j * c k = c k * number c j - if j = k then c k else 0 := by
  have h1 := h.anti j k
  have h2 := h.mixed k j
  unfold number
  by_cases hjk : j = k
  · subst hjk
    rw [if_pos rfl] at h2 ⊢
    linear_combination (norm := noncomm_ring) (c j)ᴴ * h1 - h2 * c j
  · rw [if_neg (Ne.symm hjk)] at h2
    rw [if_neg hjk]
    linear_combination (norm := noncomm_ring) (c j)ᴴ * h1 - h2 * c j

/-- Each occupation number matrix is idempotent: `n_k² = n_k`. -/
theorem IsCAR.number_idem {c : Fin n → Matrix d d ℂ} (h : IsCAR c) (k : Fin n) :
    number c k * number c k = number c k := by
  have h1 := h.sq_zero k
  have h2 := h.mixed k k
  rw [if_pos rfl] at h2
  unfold number
  linear_combination (norm := noncomm_ring) (c k)ᴴ * h2 * c k - (c k)ᴴ * (c k)ᴴ * h1
```

## Exponentials

For an idempotent \(P\), the series is split into \(\sum_m (z^m/m!)P=e^zP\) and a correction \(1-P\) in the zeroth term.

```lean
/-- The exponential of a multiple of an idempotent `P` is `1 + (e^z - 1) P`. -/
theorem exp_smul_idem {P : Matrix d d ℂ} (hP : P * P = P) (z : ℂ) :
    NormedSpace.exp (z • P) = 1 + (Complex.exp z - 1) • P := by
  have hs : HasSum (fun m : ℕ => z ^ m / (m.factorial : ℂ)) (Complex.exp z) := by
    rw [Complex.exp_eq_exp_ℂ]
    exact NormedSpace.expSeries_div_hasSum_exp z
  have h0 : HasSum (fun m : ℕ => if m = 0 then 1 - P else 0) (1 - P) :=
    hasSum_ite_eq 0 (1 - P)
  have hsum := (hs.smul_const P).add h0
  -- every positive power of `P` is `P`, so only the zeroth term is special
  have hterm : ∀ m : ℕ, ((m.factorial : ℂ)⁻¹) • (z • P) ^ m
      = (z ^ m / (m.factorial : ℂ)) • P + (if m = 0 then 1 - P else 0) := by
    intro m
    cases m with
    | zero => simp
    | succ m =>
      have hp : P ^ (m + 1) = P := by
        induction m with
        | zero => simp
        | succ m ih => rw [pow_succ, ih, hP]
      rw [smul_pow, hp, smul_smul, if_neg (Nat.succ_ne_zero m), add_zero, div_eq_inv_mul]
  rw [NormedSpace.exp_eq_tsum ℂ]
  exact (tsum_congr hterm).trans (hsum.tsum_eq.trans (by module))
```

The factorisation goes by induction on a list of modes, splitting off one commuting exponential at a time. `List.ofFn` fixes an order for the product, although the factors commute.

```lean
/-- The exponential of the total number factorises over the modes:
`exp(zN) = ∏ (1 + (e^z - 1) n_k)`. -/
theorem IsCAR.exp_totalNumber {c : Fin n → Matrix d d ℂ} (h : IsCAR c) (z : ℂ) :
    NormedSpace.exp (z • totalNumber c)
      = (List.ofFn fun k => 1 + (Complex.exp z - 1) • number c k).prod := by
  have hcomm : ∀ j k, Commute (number c j) (number c k) := by
    intro j k
    by_cases hjk : j = k
    · rw [hjk]
    · have h1 := h.number_mul j k
      rw [if_neg hjk, sub_zero] at h1
      exact commute_adjoint_mul (number_hermitian c j) h1
  have hlist : ∀ (a : Fin n) (l : List (Fin n)),
      Commute (number c a) (l.map (number c)).sum := by
    intro a l
    induction l with
    | nil => exact Commute.zero_right _
    | cons b l ih =>
      rw [List.map_cons, List.sum_cons]
      exact (hcomm a b).add_right ih
  -- split off one mode at a time
  have key : ∀ l : List (Fin n), NormedSpace.exp (z • (l.map (number c)).sum)
      = (l.map fun k => 1 + (Complex.exp z - 1) • number c k).prod := by
    intro l
    induction l with
    | nil => simp [NormedSpace.exp_zero]
    | cons a l ih =>
      rw [List.map_cons, List.sum_cons, smul_add, Matrix.exp_add_of_commute _ _
        (((hlist a l).smul_left z).smul_right z), ih, exp_smul_idem (h.number_idem a),
        List.map_cons, List.prod_cons]
  rw [totalNumber, ← List.sum_ofFn, List.ofFn_eq_map, List.ofFn_eq_map]
  exact key _
```

The rule for moving \(c_k\) through \(e^{zN}\) uses the decomposition \(N=n_k+M\). Here `hl` and `hr` evaluate the factor of mode \(k\) on either side of \(c_k\), and `hE` moves \(c_k\) through \(e^{zM}\).

```lean
/-- Moving `c_k` from the left of `exp(zN)` to its right produces the factor `e^z`. -/
theorem IsCAR.mul_exp_totalNumber {c : Fin n → Matrix d d ℂ} (h : IsCAR c) (z : ℂ)
    (k : Fin n) : c k * NormedSpace.exp (z • totalNumber c)
      = Complex.exp z • (NormedSpace.exp (z • totalNumber c) * c k) := by
  have hN : totalNumber c * c k = c k * totalNumber c - c k := by
    simp [totalNumber, Finset.sum_mul, Finset.mul_sum, h.number_mul, Finset.sum_sub_distrib]
  have hn := h.number_mul k k
  rw [if_pos rfl] at hn
  have h1 : number c k * c k = 0 := by
    rw [number, mul_assoc, h.sq_zero, mul_zero]
  have h2 : c k * number c k = c k := by
    rw [h1] at hn
    exact sub_eq_zero.mp hn.symm
  -- `M` counts the particles in all other modes
  obtain ⟨M, hM⟩ : ∃ M, M = totalNumber c - number c k := ⟨_, rfl⟩
  have hMc : M * c k = c k * M := by
    rw [hM, sub_mul, mul_sub, hN, h1, h2, sub_zero]
  have hMH : Mᴴ = M := by
    rw [hM, conjTranspose_sub, totalNumber, conjTranspose_sum]
    simp only [number_hermitian]
  have hMn : Commute (number c k) M := (commute_adjoint_mul hMH hMc).symm
  have hE : NormedSpace.exp (z • M) * c k = c k * NormedSpace.exp (z • M) :=
    (Commute.smul_left (show Commute M (c k) from hMc) z).exp_left
  have hl : c k * (1 + (Complex.exp z - 1) • number c k) = Complex.exp z • c k := by
    rw [mul_add, mul_one, mul_smul_comm, h2]
    module
  have hr : (1 + (Complex.exp z - 1) • number c k) * c k = c k := by
    rw [add_mul, one_mul, smul_mul_assoc, h1, smul_zero, add_zero]
  have hsplit : z • totalNumber c = z • number c k + z • M := by
    rw [hM]
    module
  rw [hsplit, Matrix.exp_add_of_commute _ _ ((hMn.smul_left z).smul_right z),
    exp_smul_idem (h.number_idem k), ← mul_assoc, hl, smul_mul_assoc, mul_assoc _ _ (c k),
    hE, ← mul_assoc _ (c k), hr]
```

## Parity

The main theorem substitutes \(e^{i\pi}=-1\) into both general formulas.

```lean
/-- The parity operator `exp(iπN)` is the product of `1 - 2 c_k† c_k` over all modes, and it
anticommutes with every annihilator. -/
theorem parity_eq_prod_and_anticommutes {c : Fin n → Matrix d d ℂ} (h : IsCAR c) :
    parity c = (List.ofFn fun k => 1 - (2 : ℂ) • ((c k)ᴴ * c k)).prod ∧
      ∀ k, parity c * c k + c k * parity c = 0 := by
  constructor
  · rw [parity, h.exp_totalNumber, Complex.exp_pi_mul_I]
    congr 2
    funext k
    unfold number
    module
  · intro k
    rw [parity, h.mul_exp_totalNumber, Complex.exp_pi_mul_I]
    module
```

For the square, the two exponents are added before the product formula is applied.

```lean
/-- The parity operator squares to the identity. -/
theorem parity_mul_self {c : Fin n → Matrix d d ℂ} (h : IsCAR c) :
    parity c * parity c = 1 := by
  have h1 : Complex.exp ((Real.pi : ℂ) * Complex.I + (Real.pi : ℂ) * Complex.I) = 1 := by
    rw [Complex.exp_add, Complex.exp_pi_mul_I]
    norm_num
  rw [parity, ← Matrix.exp_add_of_commute _ _ (Commute.refl _), ← add_smul,
    h.exp_totalNumber, h1]
  simp
```

An explicit example has two modes in the basis \(|n_0n_1\rangle\), ordered \(00,01,10,11\). The entry \(-1\) in the second matrix is the Jordan–Wigner sign from an occupied mode \(0\). The relations are checked entry by entry.

```lean
/-- Two Jordan–Wigner modes on a four-dimensional space. -/
def twoModes : Fin 2 → Matrix (Fin 4) (Fin 4) ℂ :=
  ![!![0, 0, 1, 0; 0, 0, 0, 1; 0, 0, 0, 0; 0, 0, 0, 0],
    !![0, 1, 0, 0; 0, 0, 0, 0; 0, 0, 0, -1; 0, 0, 0, 0]]

/-- The two Jordan–Wigner modes satisfy the canonical anticommutation relations. -/
theorem isCAR_witness : IsCAR twoModes := by
  constructor <;> intro j k <;> fin_cases j <;> fin_cases k <;> ext a b <;>
    fin_cases a <;> fin_cases b <;>
    simp only [Matrix.add_apply, Matrix.mul_apply, Matrix.conjTranspose_apply,
      Fin.sum_univ_four] <;>
    simp [twoModes]

end

end FermionParity
```

```lean
#print axioms FermionParity.parity_eq_prod_and_anticommutes
-- 'FermionParity.parity_eq_prod_and_anticommutes' depends on axioms: [propext, Classical.choice, Quot.sound]
#print axioms FermionParity.parity_mul_self
-- 'FermionParity.parity_mul_self' depends on axioms: [propext, Classical.choice, Quot.sound]
```

## Even and odd blocks in a calculation

For finitely many modes represented by finite matrices, two sign changes cancel in \(c_jc_k\), so this pair term commutes with parity, as does its adjoint; this consequence for pairing Hamiltonians is a short step beyond the theorems above. If every term of the Hamiltonian is a product of an even number of annihilators and their adjoints, an exact-diagonalisation code can sort occupation bit strings by whether they contain an even or odd number of ones, and diagonalise the two blocks separately. In the Jordan–Wigner encoding with \(|0\rangle\) empty, \(1-2n_k\) is the Pauli matrix \(Z_k\), and parity is the product of all the \(Z_k\).
